# On a finite grounded network with non-negative weights, boundary values bound and fix a harmonic potential

Several electrodes are held at fixed voltages and joined through a network of resistors. Can an inner node sit at a higher voltage than every electrode? Do the electrode voltages determine all the others? A cluster of nodes with no connection to any electrode can float at any common voltage, so the answers must depend on how the network is connected.

## Net flux and paths to the boundary

```lean
import Mathlib

open Relation

namespace DiscreteMaximumPrinciple

variable {V : Type*} [Fintype V] {c : V → V → ℝ} {B : Set V}
```

`V` is the finite set of vertices, `c i j` is the real weight $c_{ij}$, and `B` is the set of boundary vertices, here the electrodes. All other vertices are interior.

```lean
/-- The weighted sum `∑ j, c i j * (φ j - φ i)` of potential differences at the vertex `i`. -/
def netFlux (c : V → V → ℝ) (φ : V → ℝ) (i : V) : ℝ :=
  ∑ j, c i j * (φ j - φ i)
```

For a potential $\varphi$, this defines
$$N_i(\varphi)=\sum_j c_{ij}(\varphi_j-\varphi_i).$$
If the weights are conductances, this is the net current flowing into $i$ from its neighbours. A potential is harmonic if $N_i(\varphi)=0$ at every interior vertex.

```lean
/-- Every vertex is joined to some vertex of the boundary `B` by a finite path of
positive weights. -/
def Grounded {V : Type*} (c : V → V → ℝ) (B : Set V) : Prop :=
  ∀ i, ∃ b ∈ B, ReflTransGen (fun x y => 0 < c x y) i b
```

`ReflTransGen` means "zero or more steps", and each step from $x$ to $y$ needs $c_{xy}>0$. Physically, no part of the network floats.

Symmetry $c_{ij}=c_{ji}$ is not required. Building it into the model would allow an energy argument for uniqueness, but would exclude one-way couplings such as those from upwind differences for a drift term of the form $v\cdot\nabla\varphi$.

```lean
/-- Superposition: the net flux of a sum of potentials is the sum of the net fluxes. -/
theorem netFlux_add (c : V → V → ℝ) (φ ψ : V → ℝ) (i : V) :
    netFlux c (φ + ψ) i = netFlux c φ i + netFlux c ψ i := by
  simp only [netFlux, Pi.add_apply, ← Finset.sum_add_distrib]
  exact Finset.sum_congr rfl fun j _ => by ring

/-- Scaling a potential scales its net flux by the same factor. -/
theorem netFlux_smul (c : V → V → ℝ) (a : ℝ) (φ : V → ℝ) (i : V) :
    netFlux c (a • φ) i = a * netFlux c φ i := by
  simp only [netFlux, Pi.smul_apply, smul_eq_mul, Finset.mul_sum]
  exact Finset.sum_congr rfl fun j _ => by ring
```

These two lemmas say that $N_i$ is linear: $N_i(\varphi+\psi)=N_i(\varphi)+N_i(\psi)$ and $N_i(a\varphi)=a\,N_i(\varphi)$. Both are checked term by term.

## The maximum travels to the boundary

```lean
/-- With non-negative weights, if the potential is maximal at a vertex with non-negative net flux,
then every neighbour joined to it by a positive weight has the same potential. -/
theorem eq_of_max (hc : ∀ i j, 0 ≤ c i j) {φ : V → ℝ} {i j : V}
    (hi : 0 ≤ netFlux c φ i) (hmax : ∀ k, φ k ≤ φ i) (hij : 0 < c i j) : φ j = φ i := by
  have hterm : ∀ k ∈ Finset.univ, c i k * (φ k - φ i) ≤ 0 := fun k _ => by
    nlinarith [mul_nonneg (hc i k) (sub_nonneg.2 (hmax k))]
  -- a non-negative sum of non-positive terms has only zero terms
  have hzero : ∑ k, c i k * (φ k - φ i) = 0 := le_antisymm (Finset.sum_nonpos hterm) hi
  have hj := (Finset.sum_eq_zero_iff_of_nonpos hterm).1 hzero j (Finset.mem_univ j)
  rcases mul_eq_zero.1 hj with h | h <;> linarith
```

The hypothesis `hc` says $c_{ij}\ge 0$, as for passive resistors. Let $\varphi_i$ be maximal and $N_i(\varphi)\ge 0$. Each term $c_{ik}(\varphi_k-\varphi_i)$ is at most zero (`hterm`), yet the sum is at least zero. The sum therefore vanishes (`hzero`), and so does every term. Where $c_{ij}>0$, this leaves $\varphi_j=\varphi_i$.

```lean
/-- Maximum principle: a potential with non-negative net flux at all interior vertices of a grounded
network with non-negative weights attains its maximum on the boundary. -/
theorem maximum_principle [Nonempty V] (hc : ∀ i j, 0 ≤ c i j) (hB : Grounded c B)
    {φ : V → ℝ} (hφ : ∀ i, i ∉ B → 0 ≤ netFlux c φ i) : ∃ b ∈ B, ∀ i, φ i ≤ φ b := by
  obtain ⟨m, hm⟩ := Finite.exists_max φ
  obtain ⟨b, hb, hpath⟩ := hB m
  -- the maximal value is carried along the path until it meets the boundary
  have key : ∀ x, ReflTransGen (fun x y => 0 < c x y) x b → φ x = φ m →
      ∃ a ∈ B, φ a = φ m := by
    intro x hx
    induction hx using ReflTransGen.head_induction_on with
    | refl => exact fun h => ⟨b, hb, h⟩
    | @head x y hxy _ ih =>
      intro h
      by_cases hxB : x ∈ B
      · exact ⟨x, hxB, h⟩
      · exact ih ((eq_of_max hc (hφ x hxB) (fun k => (hm k).trans h.ge) hxy).trans h)
  obtain ⟨a, ha, ham⟩ := key m hpath rfl
  exact ⟨a, ha, fun i => (hm i).trans ham.ge⟩
```

A finite nonempty network has a vertex $m$ where $\varphi$ is largest. Follow a path $m=x_0,x_1,\dots,x_r=b$ with $b\in B$. As long as $x_k$ is interior, the previous lemma gives $\varphi_{x_{k+1}}=\varphi_{x_k}=\varphi_m$. The first boundary vertex met on the path therefore carries the maximum. In Lean, `head_induction_on` performs this walk, and `by_cases` asks at each vertex whether the boundary has been reached.

```lean
/-- On a grounded network with non-negative weights, a potential with zero net flux at all interior
vertices lies everywhere between two of its boundary values. -/
theorem harmonic_between_boundary_values [Nonempty V] (hc : ∀ i j, 0 ≤ c i j)
    (hB : Grounded c B) {φ : V → ℝ} (hφ : ∀ i, i ∉ B → netFlux c φ i = 0) :
    ∃ a ∈ B, ∃ b ∈ B, ∀ i, φ a ≤ φ i ∧ φ i ≤ φ b := by
  obtain ⟨b, hb, hmax⟩ := maximum_principle hc hB fun i hi => (hφ i hi).ge
  -- `φ` is smallest where `-φ` is largest
  obtain ⟨a, ha, hmin⟩ := maximum_principle (φ := (-1 : ℝ) • φ) hc hB fun i hi => by
    rw [netFlux_smul, hφ i hi, mul_zero]
  refine ⟨a, ha, b, hb, fun i => ⟨?_, hmax i⟩⟩
  have h := hmin i
  simp only [Pi.smul_apply, smul_eq_mul] at h
  linarith
```

If $N_i(\varphi)=0$ in the interior, the same holds for $-\varphi$, which is largest where $\varphi$ is smallest. Hence there are $a,b\in B$ with $\varphi_a\le\varphi_i\le\varphi_b$ for all $i$. No inner node exceeds the highest electrode.

```lean
/-- On a grounded network with non-negative weights, two potentials with the same interior net
fluxes that differ by at most `ε` on the boundary differ by at most `ε` everywhere. -/
theorem boundary_stability (hc : ∀ i j, 0 ≤ c i j) (hB : Grounded c B) {φ ψ : V → ℝ} {ε : ℝ}
    (hflux : ∀ i, i ∉ B → netFlux c φ i = netFlux c ψ i)
    (hbd : ∀ b ∈ B, |φ b - ψ b| ≤ ε) (i : V) : |φ i - ψ i| ≤ ε := by
  have : Nonempty V := ⟨i⟩
  obtain ⟨a, ha, b, hb, h⟩ :=
    harmonic_between_boundary_values (φ := φ + (-1 : ℝ) • ψ) hc hB fun k hk => by
      rw [netFlux_add, netFlux_smul, hflux k hk]
      ring
  have hi := h i
  simp only [Pi.add_apply, Pi.smul_apply, smul_eq_mul] at hi
  have h1 := abs_le.1 (hbd a ha)
  have h2 := abs_le.1 (hbd b hb)
  exact abs_le.2 ⟨by linarith [hi.1, h1.1], by linarith [hi.2, h2.2]⟩
```

Let $\varphi$ and $\psi$ have equal interior fluxes and differ by at most $\varepsilon$ on $B$. By linearity $u=\varphi-\psi$ is harmonic, so the previous theorem gives $a,b\in B$ with
$$-\varepsilon\le u_a\le u_i\le u_b\le\varepsilon .$$
An error in the electrode voltages is not amplified inside.

## Solvability and floating parts

```lean
/-- On a grounded network with non-negative weights the discrete Poisson problem with sources `ρ` at
interior vertices and prescribed boundary values `g` has exactly one solution. -/
theorem poisson_existsUnique (hc : ∀ i j, 0 ≤ c i j) (hB : Grounded c B) (g ρ : V → ℝ) :
    ∃! φ : V → ℝ, (∀ b ∈ B, φ b = g b) ∧ ∀ i, i ∉ B → netFlux c φ i = -ρ i := by
  classical
  have huniq : ∀ φ ψ : V → ℝ, (∀ b ∈ B, φ b = ψ b) →
      (∀ i, i ∉ B → netFlux c φ i = netFlux c ψ i) → φ = ψ := by
    intro φ ψ hbd hflux
    funext i
    have h := boundary_stability (ε := 0) hc hB hflux (fun b hb => by simp [hbd b hb]) i
    exact sub_eq_zero.1 (abs_nonpos_iff.1 h)
  -- boundary values and interior fluxes together form a square linear system
  let L : (V → ℝ) →ₗ[ℝ] (V → ℝ) :=
    { toFun := fun φ i => if i ∈ B then φ i else netFlux c φ i
      map_add' := fun φ ψ => by
        funext i
        by_cases h : i ∈ B <;> simp [h, netFlux_add]
      map_smul' := fun a φ => by
        funext i
        by_cases h : i ∈ B <;> simp [h, netFlux_smul] }
  have hL1 : ∀ φ, ∀ i ∈ B, L φ i = φ i := fun φ i hi => if_pos hi
  have hL2 : ∀ φ, ∀ i, i ∉ B → L φ i = netFlux c φ i := fun φ i hi => if_neg hi
  have hinj : Function.Injective L := fun φ ψ h => huniq φ ψ
    (fun b hb => by rw [← hL1 φ b hb, ← hL1 ψ b hb, h])
    (fun i hi => by rw [← hL2 φ i hi, ← hL2 ψ i hi, h])
  obtain ⟨φ, hφ⟩ := LinearMap.injective_iff_surjective.1 hinj
    (fun i => if i ∈ B then g i else -ρ i)
  have h1 : ∀ b ∈ B, φ b = g b := fun b hb => by
    rw [← hL1 φ b hb, hφ]
    exact if_pos hb
  have h2 : ∀ i, i ∉ B → netFlux c φ i = -ρ i := fun i hi => by
    rw [← hL2 φ i hi, hφ]
    exact if_neg hi
  exact ⟨φ, ⟨h1, h2⟩, fun ψ hψ => huniq ψ φ
    (fun b hb => (hψ.1 b hb).trans (h1 b hb).symm)
    (fun i hi => (hψ.2 i hi).trans (h2 i hi).symm)⟩
```

The symbol `∃!` means "there is exactly one". The equations are $\varphi_b=g_b$ on $B$ and $N_i(\varphi)=-\rho_i$ elsewhere, with physical constants absorbed into $\rho$.

Uniqueness is the previous estimate with $\varepsilon=0$. For existence, let $(L\varphi)_i$ be $\varphi_i$ on $B$ and $N_i(\varphi)$ elsewhere. This linear map from $\mathbb{R}^V$ to itself is injective by uniqueness, hence surjective because the dimension is finite.

```lean
/-- A network with non-negative weights is grounded exactly when zero boundary values and zero
interior net flux force the potential to vanish. -/
theorem grounded_iff_unique (hc : ∀ i j, 0 ≤ c i j) :
    Grounded c B ↔ ∀ φ : V → ℝ, (∀ b ∈ B, φ b = 0) →
      (∀ i, i ∉ B → netFlux c φ i = 0) → φ = 0 := by
  classical
  constructor
  · intro hB φ hbd hflux
    funext i
    have h := boundary_stability (φ := φ) (ψ := (0 : ℝ) • φ) (ε := 0) hc hB
      (fun k hk => by rw [netFlux_smul, hflux k hk, mul_zero])
      (fun b hb => by simp [hbd b hb]) i
    simpa using h
  · intro h i
    by_contra hi
    -- hold the vertices cut off from `B` at potential one
    let U : Set V := {x | ¬ ∃ b ∈ B, ReflTransGen (fun x y => 0 < c x y) x b}
    have hBU : Grounded c (B ∪ U) := fun x => by
      by_cases hx : ∃ b ∈ B, ReflTransGen (fun x y => 0 < c x y) x b
      · obtain ⟨b, hb, p⟩ := hx
        exact ⟨b, Or.inl hb, p⟩
      · exact ⟨x, Or.inr hx, ReflTransGen.refl⟩
    obtain ⟨φ, ⟨hbd, hint⟩, _⟩ :=
      poisson_existsUnique hc hBU (fun x => if x ∈ U then 1 else 0) (fun _ => 0)
    have hU : ∀ x ∈ U, φ x = 1 := fun x hx => (hbd x (Or.inr hx)).trans (if_pos hx)
    have h0 : ∀ b ∈ B, φ b = 0 := fun b hb =>
      (hbd b (Or.inl hb)).trans (if_neg fun hbU => hbU ⟨b, hb, ReflTransGen.refl⟩)
    have hzero : φ = 0 := h φ h0 fun x hxB => by
      by_cases hxU : x ∈ U
      · -- positive weights never lead out of the cut-off part
        refine Finset.sum_eq_zero fun j _ => ?_
        rcases (hc x j).eq_or_lt with hj | hj
        · rw [← hj, zero_mul]
        · have hjU : j ∈ U := fun ⟨b, hb, p⟩ => hxU ⟨b, hb, ReflTransGen.head hj p⟩
          rw [hU j hjU, hU x hxU, sub_self, mul_zero]
      · exact (hint x fun hx => hx.elim hxB hxU).trans neg_zero
    have h1 := hU i hi
    rw [hzero] at h1
    exact zero_ne_one h1
```

The forward direction is again stability with $\varepsilon=0$. For the converse, let $U$ be the set of vertices with no path to $B$, and suppose it is nonempty. The enlarged boundary $B\cup U$ grounds the network, so there is a potential equal to $1$ on $U$, $0$ on $B$ and harmonic elsewhere. Positive weights from $U$ lead only into $U$, so the net flux vanishes there too. This potential is nonzero, which contradicts the assumed uniqueness.

One way to set up a finite-difference Poisson problem is to keep the boundary sites as unknowns and use the matrix of $L$: identity rows on electrodes, stencil rows elsewhere. On a finite grid with non-negative weights, this matrix is singular exactly when some site has no path of positive weights to any electrode.

## A chain held at both ends

```lean
/-- Unit weights between nearest neighbours on a chain of `n + 1` sites. -/
noncomputable def chain (n : ℕ) (i j : Fin (n + 1)) : ℝ :=
  if i.val + 1 = j.val ∨ j.val + 1 = i.val then 1 else 0

/-- The nearest-neighbour chain has non-negative weights and is grounded by its two end sites. -/
theorem chain_witness (n : ℕ) :
    (∀ i j, 0 ≤ chain n i j) ∧ Grounded (chain n) {0, Fin.last n} := by
  refine ⟨fun i j => ?_, fun i => ⟨0, by simp, ?_⟩⟩
  · unfold chain
    split_ifs <;> norm_num
  · induction i using Fin.induction with
    | zero => exact ReflTransGen.refl
    | succ k ih => exact ReflTransGen.head (by simp [chain]) ih

end DiscreteMaximumPrinciple
```

The sites are numbered $0,\dots,n$, with unit weights between neighbours. At an interior site the flux is the second difference $\varphi_{i-1}-2\varphi_i+\varphi_{i+1}$. The proof of groundedness steps down from site $i$ to site $0$. For $n=0$ the two ends are the same site. The theorems above thus apply to a chain of any length.

```lean
#print axioms DiscreteMaximumPrinciple.harmonic_between_boundary_values
#print axioms DiscreteMaximumPrinciple.grounded_iff_unique
```

```
'DiscreteMaximumPrinciple.harmonic_between_boundary_values' depends on axioms: [propext, Classical.choice, Quot.sound]
'DiscreteMaximumPrinciple.grounded_iff_unique' depends on axioms: [propext, Classical.choice, Quot.sound]
```
